# The trace of an idempotent density matrix over its embedding cluster is the dimension of the projected fragment space

A finite set of orbitals is split into a fragment and an environment, and `P` is a complex matrix on the whole set with P² = P, as for the one-particle density matrix of a single Slater determinant in orthonormal spin orbitals; the proof does not need `P` to be Hermitian. The embedding cluster consists of all fragment orbitals together with the bath, which is the range of the environment–fragment block of `P`. The lemma says that `P` restricted to this cluster has trace equal to the dimension of the space obtained by applying `P` to all fragment orbitals. For such a determinant, this trace is the number of electrons in the cluster. The attempt shows that the restricted map is a projection onto that space, viewed inside the cluster, and then equates its trace with the dimension.

Lean 4 with Mathlib refuses this proof:

```lean
import Mathlib

open Matrix Module

namespace TraceClusterDensity

noncomputable section

variable {A B : Type*} [Fintype A] [Fintype B]

/-- A fragment orbital regarded as an orbital of the whole system. -/
def inFragment : (A → ℂ) →ₗ[ℂ] (A ⊕ B → ℂ) where
  toFun a := Sum.elim a 0
  map_add' a b := by funext i; rcases i with i | i <;> simp
  map_smul' c a := by funext i; rcases i with i | i <;> simp

/-- An environment orbital regarded as an orbital of the whole system. -/
def inEnvironment : (B → ℂ) →ₗ[ℂ] (A ⊕ B → ℂ) where
  toFun b := Sum.elim 0 b
  map_add' a b := by funext i; rcases i with i | i <;> simp
  map_smul' c a := by funext i; rcases i with i | i <;> simp

/-- The bath: the range of the block `P_BA`, placed in the environment. -/
def bath (P : Matrix (A ⊕ B) (A ⊕ B) ℂ) : Submodule ℂ (A ⊕ B → ℂ) :=
  LinearMap.range (inEnvironment ∘ₗ P.toBlocks₂₁.mulVecLin)

/-- The embedding cluster: all fragment orbitals together with the bath. -/
def cluster (P : Matrix (A ⊕ B) (A ⊕ B) ℂ) : Submodule ℂ (A ⊕ B → ℂ) :=
  LinearMap.range (inFragment (A := A) (B := B)) ⊔ bath P

/-- The space of fragment orbitals after application of `P`. -/
def projectedFragment (P : Matrix (A ⊕ B) (A ⊕ B) ℂ) : Submodule ℂ (A ⊕ B → ℂ) :=
  LinearMap.range (P.mulVecLin ∘ₗ inFragment)

/-- Applying `P` to a fragment orbital gives a fragment part `P_AA a` and a bath part
`P_BA a`. -/
theorem mulVec_inFragment (P : Matrix (A ⊕ B) (A ⊕ B) ℂ) (a : A → ℂ) :
    P *ᵥ inFragment a =
      inFragment (P.toBlocks₁₁ *ᵥ a) + inEnvironment (P.toBlocks₂₁ *ᵥ a) := by
  funext i
  rcases i with i | i <;>
    simp [inFragment, inEnvironment, Matrix.mulVec, dotProduct, Matrix.toBlocks₁₁,
      Matrix.toBlocks₂₁, Fintype.sum_sum_type]

/-- An idempotent `P` maps every cluster orbital to a projected fragment orbital. -/
theorem mulVec_mem_projectedFragment {P : Matrix (A ⊕ B) (A ⊕ B) ℂ} (hP : P * P = P)
    {x : A ⊕ B → ℂ} (hx : x ∈ cluster P) : P *ᵥ x ∈ projectedFragment P := by
  obtain ⟨_, ⟨a, rfl⟩, _, ⟨b, rfl⟩, rfl⟩ := Submodule.mem_sup.mp hx
  -- a bath orbital is a projected fragment orbital minus its fragment part
  have hb : inEnvironment (P.toBlocks₂₁ *ᵥ b) =
      P *ᵥ inFragment b - inFragment (P.toBlocks₁₁ *ᵥ b) := by
    rw [mulVec_inFragment]; abel
  have hPP : P *ᵥ (P *ᵥ inFragment b) = P *ᵥ inFragment b := by
    rw [Matrix.mulVec_mulVec, hP]
  refine ⟨a + b - P.toBlocks₁₁ *ᵥ b, ?_⟩
  change P *ᵥ inFragment (a + b - P.toBlocks₁₁ *ᵥ b) =
    P *ᵥ (inFragment a + inEnvironment (P.toBlocks₂₁ *ᵥ b))
  rw [hb]
  simp only [map_sub, map_add, Matrix.mulVec_add, Matrix.mulVec_sub, hPP]
  abel

/-- Projected fragment orbitals lie in the cluster. -/
theorem projectedFragment_le_cluster (P : Matrix (A ⊕ B) (A ⊕ B) ℂ) :
    projectedFragment P ≤ cluster P := by
  rintro _ ⟨a, rfl⟩
  change P *ᵥ inFragment a ∈ cluster P
  rw [mulVec_inFragment]
  exact Submodule.add_mem_sup ⟨_, rfl⟩ ⟨a, rfl⟩

/-- The restriction of an idempotent `P` to its embedding cluster. -/
def clusterDensity (P : Matrix (A ⊕ B) (A ⊕ B) ℂ) (hP : P * P = P) :
    cluster P →ₗ[ℂ] cluster P :=
  P.mulVecLin.restrict fun _ hx =>
    projectedFragment_le_cluster P (mulVec_mem_projectedFragment hP hx)

/-- The trace of a projection on a finite-dimensional space is the dimension of the subspace
onto which it projects. -/
theorem trace_of_isProj {V : Type*} [AddCommGroup V] [Module ℂ V] [FiniteDimensional ℂ V]
    {p : Submodule ℂ V} {f : V →ₗ[ℂ] V} (h : LinearMap.IsProj p f) :
    LinearMap.trace ℂ V f = (finrank ℂ p : ℂ) :=
  h.trace

/-- The trace of an idempotent `P` on the cluster is the dimension of the projected
fragment. -/
theorem trace_clusterDensity (P : Matrix (A ⊕ B) (A ⊕ B) ℂ) (hP : P * P = P) :
    LinearMap.trace ℂ (cluster P) (clusterDensity P hP) =
      (finrank ℂ (projectedFragment P) : ℂ) := by
  have h : LinearMap.IsProj ((projectedFragment P).comap (cluster P).subtype)
      (clusterDensity P hP) := by
    refine ⟨fun x => mulVec_mem_projectedFragment hP x.2, fun x hx => Subtype.ext ?_⟩
    obtain ⟨a, ha⟩ := hx
    have ha' : P *ᵥ inFragment a = (x : A ⊕ B → ℂ) := ha
    change P *ᵥ (x : A ⊕ B → ℂ) = x
    rw [← ha', Matrix.mulVec_mulVec, hP]
  rw [h.trace,
    (Submodule.comapSubtypeEquivOfLe (projectedFragment_le_cluster P)).finrank_eq]

end

end TraceClusterDensity
```

The error:

```
Main.lean:95:6: error(lean.synthInstanceFailed): failed to synthesize instance of type class
  Free ℂ ↥(Submodule.comap (cluster P).subtype (projectedFragment P))

Hint: Type class instance resolution failures can be inspected with the `set_option trace.Meta.synthInstance true` command.
Main.lean:87:47: error: unsolved goals
A : Type u_1
B : Type u_2
inst✝¹ : Fintype A
inst✝ : Fintype B
P : Matrix (A ⊕ B) (A ⊕ B) ℂ
hP : P * P = P
h : LinearMap.IsProj (Submodule.comap (cluster P).subtype (projectedFragment P)) (clusterDensity P hP)
⊢ (LinearMap.trace ℂ ↥(cluster P)) (clusterDensity P hP) = ↑(finrank ℂ ↥(projectedFragment P))
```

To use `h.trace`, Lean needs an instance saying that the projection's target is a free module, that is, has a basis. Here the target is a subspace of `cluster P`, itself a subspace, and the instance search failed. The mathematics is sound, since every vector space over ℂ has a basis; the messages don't show where the search broke down. The second error follows from the first: the rewrite did not happen, so the original goal was left unsolved.

The repair calls `trace_of_isProj`, already in the file. Its proof is also `h.trace`, but for a general finite-dimensional space `V` and subspace `p`, where Lean does find the instances. Applying it to the cluster only requires the cluster to be finite-dimensional, which Lean can infer.

The equality of dimensions is the same as before, now named `e`. `congrArg` carries it from natural to complex numbers, and `.trans` joins it to the trace formula. This replaces the second rewrite, in which the messages report no fault.

This version goes through:

```diff
@@ -93,6 +93,6 @@
     change P *ᵥ (x : A ⊕ B → ℂ) = x
     rw [← ha', Matrix.mulVec_mulVec, hP]
-  rw [h.trace,
-    (Submodule.comapSubtypeEquivOfLe (projectedFragment_le_cluster P)).finrank_eq]
+  have e := (Submodule.comapSubtypeEquivOfLe (projectedFragment_le_cluster P)).finrank_eq
+  exact (trace_of_isProj h).trans (congrArg (Nat.cast : ℕ → ℂ) e)
 
 end
```
